# McWeeny purification is not operator monotone

Suppose that a density matrix $X$ is bounded above by another one, $Y$, and that both are put through one McWeeny purification step. If the bound is assumed to survive, the conclusion can be false. For

$$X=\begin{pmatrix}0&0\\0&\tfrac12\end{pmatrix},\qquad Y=\begin{pmatrix}\tfrac1{10}&\tfrac1{10}\\[2pt]\tfrac1{10}&\tfrac35\end{pmatrix},$$

the normalised orbital $(1,-1)/\sqrt2$ has occupation $0.25$ in both matrices. After the step it has $0.25$ in the purified $X$ and only $0.225$ in the purified $Y$, so the purified $Y$ no longer lies above the purified $X$. The assumption looks safe because the purification polynomial

$$f(A)=3A^2-2A^3$$

is increasing for numbers between 0 and 1. For matrices, that is not enough.

Write $A\le B$ when $B-A$ is positive semidefinite, that is, when no orbital has a larger occupation in $A$ than in $B$. A function is operator monotone on $[0,1]$ if it preserves this order for symmetric matrices of every size with eigenvalues in $[0,1]$. One failure for $2\times2$ matrices therefore settles the question. In linear-scaling electronic structure, where $f$ is iterated to drive occupations towards 0 or 1, this two-level example shows that an operator inequality between density matrices cannot be carried through a step on the strength of the scalar curve alone.

## A two-parameter family in which the order is lost

Let $p,t>0$ and take

$$X=\begin{pmatrix}0&0\\0&p\end{pmatrix},\qquad Y=X+t\begin{pmatrix}1&1\\1&1\end{pmatrix}.$$

Both $X$ and $Y-X$ are positive semidefinite: their eigenvalues are $0,p$ and $0,2t$. Assume also that $Y\le1$, so that no occupation exceeds one.

Number the rows and columns 0 and 1, and let $D=f(Y)-f(X)$. Multiplying out the powers of $Y$ and subtracting $f(X)=\mathrm{diag}(0,\,3p^2-2p^3)$ gives

$$\begin{aligned}
D_{00}&=t\,(6t-8t^2-2pt),\\
D_{01}&=t\,(6t-8t^2-6pt+3p-2p^2),\\
D_{11}&=t\,(6t-8t^2-10pt+6p-6p^2).
\end{aligned}$$

With $u=6t-8t^2-2pt$ and $c=3-2p-4t$, these entries are

$$D_{00}=tu,\qquad D_{01}=t(u+pc),\qquad D_{11}=t\bigl(u+2p(c-p)\bigr).$$

The determinant is then

$$\det D=t^2\bigl[u^2+2pu(c-p)-(u+pc)^2\bigr]=-t^2p^2(2u+c^2).$$

Expanding $2u+c^2$ cancels the terms in $t^2$ and leaves $(3-2p)^2-12t(1-p)$. Hence

$$\det D=t^2p^2\bigl(12t(1-p)-(3-2p)^2\bigr).$$

The sign follows from $Y\le1$. The diagonal entry $1-p-t$ of $1-Y$ is nonnegative, so $q=1-p$ satisfies $q\ge t>0$, and $q<1$ because $p>0$. The determinant of $1-Y$ is also nonnegative:

$$(1-t)(q-t)-t^2=q-t(1+q)\ge0,$$

which gives $t\le q/(1+q)<\tfrac12$. Since $3-2p=1+2q$,

$$12tq-(1+2q)^2\le 6q-(1+2q)^2=-\tfrac14(4q-1)^2-\tfrac34<0.$$

So $\det D<0$. A positive semidefinite matrix has a nonnegative determinant, and therefore $f(X)\le f(Y)$ is false.

### The numbers for $p=1/2$ and $t=1/10$

For the pair at the start,

$$Y^2=\begin{pmatrix}0.02&0.07\\0.07&0.37\end{pmatrix},\qquad
Y^3=\begin{pmatrix}0.009&0.044\\0.044&0.229\end{pmatrix},$$

and $f(X)=X$, since $f(0)=0$ and $f(\tfrac12)=\tfrac12$. Thus

$$f(Y)=\begin{pmatrix}0.042&0.122\\0.122&0.652\end{pmatrix},\qquad
D=\begin{pmatrix}0.042&0.122\\0.122&0.152\end{pmatrix}.$$

The determinant is $0.006384-0.014884=-0.0085$, which agrees with $0.0025\,(0.6-4)$ from the general formula. In the orbital $(1,-1)/\sqrt2$ the expectation value of $D$ is $(0.042+0.152-0.244)/2=-0.025$, the drop in occupation seen above.

### What happens at $p=0$

Without the condition $p>0$, the claim about the family is false. At $p=0$ and $t=1/10$ the lower matrix is zero, and $Y$ has eigenvalues $0$ and $0.2$. The purified difference is

$$f(Y)=0.052\begin{pmatrix}1&1\\1&1\end{pmatrix},$$

which is positive semidefinite, so the order survives. Here $X=0$ commutes with $Y$.

### Occupations in a common basis

For numbers $0\le x\le y\le1$,

$$f(y)-f(x)=(y-x)\bigl[2x(1-x)+2y(1-y)+x(1-y)+y(1-x)\bigr]\ge0.$$

If two density matrices are diagonal in the same basis, $f$ acts on each occupation separately, and this inequality applies entry by entry. The order is then preserved in any finite dimension.

## The development in Lean

```lean
import Mathlib

open Matrix

namespace McWeenyOrder

noncomputable section
```

The update rule is defined once for any real algebra.

```lean
/-- The McWeeny purification step `3 A² - 2 A³`, for numbers as well as for matrices. -/
def purify {R : Type*} [Ring R] [Algebra ℝ R] (A : R) : R :=
  (3 : ℝ) • A ^ 2 - (2 : ℝ) • A ^ 3
```

For `R = ℝ`, `purify` acts on an occupation number. For square matrices, the powers are matrix products, as is appropriate for a density matrix in an orthonormal basis; no overlap matrix appears.

```lean
/-- The diagonal two-by-two real matrix with diagonal entries `0` and `p`. -/
def lower (p : ℝ) : Matrix (Fin 2) (Fin 2) ℝ := !![0, 0; 0, p]

/-- The matrix `lower p` with `t` added to each of its four entries. -/
def upper (p t : ℝ) : Matrix (Fin 2) (Fin 2) ℝ := !![t, t; t, p + t]
```

These are the $X$ and $Y$ of the family. `Fin 2` labels the two orbitals 0 and 1, and the entries are real. Occupations are counted per orbital with maximum 1. The definitions accept all real `p` and `t`; for $p,t\ge0$ and $Y\le1$ both matrices have occupations between 0 and 1. No Hamiltonian enters, and the electron number is not held fixed: the traces are $p$ and $p+2t$.

The first lemma is a test for positivity.

```lean
/-- A real symmetric two-level matrix with nonnegative diagonal and nonnegative determinant
is positive semidefinite. -/
theorem posSemidef_two {a b d : ℝ} (ha : 0 ≤ a) (hd : 0 ≤ d) (hb : b ^ 2 ≤ a * d) :
    (!![a, b; b, d] : Matrix (Fin 2) (Fin 2) ℝ).PosSemidef := by
  refine Matrix.PosSemidef.of_dotProduct_mulVec_nonneg
    (Matrix.IsHermitian.ext fun i j => by fin_cases i <;> fin_cases j <;> simp) fun x => ?_
  have e : star x ⬝ᵥ (!![a, b; b, d] *ᵥ x)
      = a * x 0 ^ 2 + 2 * b * x 0 * x 1 + d * x 1 ^ 2 := by
    simp [dotProduct, Matrix.mulVec, Fin.sum_univ_two]
    ring
  rw [e]
  rcases (add_nonneg ha hd).eq_or_lt with h | h
  · -- zero trace forces the zero matrix
    have ha0 : a = 0 := by linarith
    have hd0 : d = 0 := by linarith
    have hb2 : b ^ 2 ≤ 0 := by simpa [ha0] using hb
    have hb0 : b = 0 := by nlinarith [sq_nonneg b]
    simp [ha0, hd0, hb0]
  · -- trace times the quadratic form is a sum of nonnegative terms
    refine (mul_nonneg_iff_of_pos_left h).mp ?_
    have id : (a + d) * (a * x 0 ^ 2 + 2 * b * x 0 * x 1 + d * x 1 ^ 2)
        = (a * x 0 + b * x 1) ^ 2 + (b * x 0 + d * x 1) ^ 2
          + (a * d - b ^ 2) * (x 0 ^ 2 + x 1 ^ 2) := by ring
    rw [id]
    exact add_nonneg (add_nonneg (sq_nonneg _) (sq_nonneg _))
      (mul_nonneg (sub_nonneg.mpr hb) (add_nonneg (sq_nonneg _) (sq_nonneg _)))
```

In Mathlib, `PosSemidef` means that the matrix is Hermitian, here symmetric, and that its quadratic form is nonnegative. With $Q=ax_0^2+2bx_0x_1+dx_1^2$, the proof rests on the identity

$$(a+d)\,Q=(ax_0+bx_1)^2+(bx_0+dx_1)^2+(ad-b^2)(x_0^2+x_1^2).$$

If the trace $a+d$ is positive, it can be divided out. If it is zero, all entries vanish. The two cases are separated by `rcases`.

```lean
/-- The purified form of a real symmetric two-level matrix, entry by entry. -/
theorem purify_two (a b d : ℝ) :
    purify (!![a, b; b, d] : Matrix (Fin 2) (Fin 2) ℝ) =
      !![3 * (a ^ 2 + b ^ 2) - 2 * (a ^ 3 + 2 * a * b ^ 2 + b ^ 2 * d),
         3 * (b * (a + d)) - 2 * (b * (a ^ 2 + a * d + d ^ 2 + b ^ 2));
         3 * (b * (a + d)) - 2 * (b * (a ^ 2 + a * d + d ^ 2 + b ^ 2)),
         3 * (b ^ 2 + d ^ 2) - 2 * (d ^ 3 + 2 * d * b ^ 2 + a * b ^ 2)] := by
  ext i j
  fin_cases i <;> fin_cases j <;>
    simp [purify, pow_succ] <;> ring
```

This lemma carries out the matrix multiplication for a general symmetric matrix. `fin_cases` goes through the four entries, and `ring` checks the polynomial identity in each.

```lean
/-- The determinant of the difference of the two purified matrices, in closed form. -/
theorem det_purify_sub (p t : ℝ) :
    (purify (upper p t) - purify (lower p)).det
      = t ^ 2 * p ^ 2 * (12 * t * (1 - p) - (3 - 2 * p) ^ 2) := by
  rw [upper, lower, purify_two, purify_two, Matrix.det_fin_two]
  simp only [Matrix.sub_apply, Matrix.of_apply, Matrix.cons_val', Matrix.cons_val_zero,
    Matrix.cons_val_one, Matrix.cons_val_fin_one]
  ring
```

The closed form of $\det D$ follows by inserting those entries into the $2\times2$ determinant. The calculation by hand organises the algebra with $u$ and $c$, whereas `ring` compares the two expanded polynomials directly. The identity holds for all real `p` and `t`.

```lean
/-- For all `p, t > 0` with `upper p t ≤ 1`, the matrices satisfy `0 ≤ lower p ≤ upper p t`,
but their purified forms are not ordered in this way. -/
theorem purify_breaks_order {p t : ℝ} (hp : 0 < p) (ht : 0 < t)
    (h1 : (1 - upper p t).PosSemidef) :
    (lower p).PosSemidef ∧ (upper p t - lower p).PosSemidef ∧
      ¬ (purify (upper p t) - purify (lower p)).PosSemidef := by
  refine ⟨posSemidef_two le_rfl hp.le (by simp), ?_, fun h => ?_⟩
  · have e : upper p t - lower p = !![t, t; t, t] := by
      ext i j
      fin_cases i <;> fin_cases j <;> simp [upper, lower]
    rw [e]
    exact posSemidef_two ht.le ht.le (by nlinarith)
  · -- the bound `upper p t ≤ 1` limits both parameters
    have hdiag : 0 ≤ 1 - (p + t) := by
      have := h1.diag_nonneg (i := 1)
      simpa [upper] using this
    have hdet : 0 ≤ (1 - t) * (1 - (p + t)) - t * t := by
      have := h1.det_nonneg
      rw [Matrix.det_fin_two] at this
      simpa [upper] using this
    have hq : 0 < 1 - p := by linarith
    have ht2 : t ≤ 1 / 2 := by
      by_contra hn
      have hn' : 1 / 2 < t := not_le.mp hn
      nlinarith [mul_pos (sub_pos.mpr hn') hq]
    -- hence the determinant of the purified difference is negative
    have hneg : 12 * t * (1 - p) - (3 - 2 * p) ^ 2 < 0 := by
      nlinarith [mul_nonneg (sub_nonneg.mpr ht2) hq.le, sq_nonneg (4 * (1 - p) - 1)]
    have hd := h.det_nonneg
    rw [det_purify_sub] at hd
    have := mul_neg_of_pos_of_neg (show 0 < t ^ 2 * p ^ 2 by positivity) hneg
    linarith
```

The hypotheses `hp` and `ht` are $p>0$ and $t>0$, and `h1` is $Y\le1$, the Pauli bound on the occupations. The conclusion has three parts: $0\le X$, $X\le Y$, and the failure of $f(X)\le f(Y)$.

The first two parts use `posSemidef_two`. For the third, the proof assumes that the purified difference is positive semidefinite and derives a contradiction. `hdiag` and `hdet` are the diagonal and determinant conditions on $1-Y$. They yield `hq`, which is $1-p>0$, and `ht2`, which is $t\le\tfrac12$. For `hneg`, `nlinarith` is given the two ingredients of the estimate by hand: the product $(\tfrac12-t)(1-p)\ge0$ and the square of $4(1-p)-1$. The determinant formula then makes $\det D$ negative, against `h.det_nonneg`.

```lean
/-- An explicit pair `X`, `Y` with `0 ≤ X ≤ Y ≤ 1` for which the purified `Y` minus the
purified `X` is not positive semidefinite. -/
theorem mcweeny_counterexample :
    let X : Matrix (Fin 2) (Fin 2) ℝ := !![0, 0; 0, 1 / 2]
    let Y : Matrix (Fin 2) (Fin 2) ℝ := !![1 / 10, 1 / 10; 1 / 10, 3 / 5]
    X.PosSemidef ∧ (Y - X).PosSemidef ∧ (1 - Y).PosSemidef ∧
      ¬ (purify Y - purify X).PosSemidef := by
  intro X Y
  have hX : lower (1 / 2) = X := rfl
  have hY : upper (1 / 2) (1 / 10) = Y := by
    ext i j
    fin_cases i <;> fin_cases j <;> norm_num [upper, Y]
  have h1 : (1 - Y).PosSemidef := by
    have e : 1 - Y = !![9 / 10, -(1 / 10); -(1 / 10), 2 / 5] := by
      ext i j
      fin_cases i <;> fin_cases j <;> norm_num [Y]
    rw [e]
    exact posSemidef_two (by norm_num) (by norm_num) (by norm_num)
  have h := purify_breaks_order (p := 1 / 2) (t := 1 / 10) (by norm_num) (by norm_num)
    (by rw [hY]; exact h1)
  rw [hX, hY] at h
  exact ⟨h.1, h.2.1, h1, h.2.2⟩
```

This is the explicit pair, with all four properties stated together. The remaining check is that

$$1-Y=\begin{pmatrix}0.9&-0.1\\-0.1&0.4\end{pmatrix}$$

is positive semidefinite. Its diagonal is positive and its determinant is $0.35$, so `posSemidef_two` applies. The rest comes from the family with $p=\tfrac12$ and $t=\tfrac1{10}$.

```lean
/-- McWeeny purification is not operator monotone on real symmetric two-level matrices
with spectrum between `0` and `1`. -/
theorem purify_not_operator_monotone :
    ¬ ∀ X Y : Matrix (Fin 2) (Fin 2) ℝ, X.PosSemidef → (Y - X).PosSemidef →
      (1 - Y).PosSemidef → (purify Y - purify X).PosSemidef := by
  intro h
  obtain ⟨hX, hXY, hY, hn⟩ := mcweeny_counterexample
  exact hn (h _ _ hX hXY hY)
```

In words: it is not true that every pair of real $2\times2$ matrices with $0\le X\le Y\le1$ satisfies $f(X)\le f(Y)$. The three positivity assumptions make $X$ and $Y$ symmetric with eigenvalues in $[0,1]$, so no separate assumption about the spectrum is needed. The proof applies the supposed general rule to the explicit pair. The statement concerns a single step and an order between two matrices; it says nothing against the convergence of repeated purification.

```lean
/-- On single occupation numbers between `0` and `1`, McWeeny purification is monotone. -/
theorem purify_scalar_mono {x y : ℝ} (hx : 0 ≤ x) (hxy : x ≤ y) (hy : y ≤ 1) :
    purify x ≤ purify y := by
  have hy0 : 0 ≤ y := hx.trans hxy
  have hx1 : 0 ≤ 1 - x := by linarith
  have hy1 : 0 ≤ 1 - y := by linarith
  -- the divided difference is a sum of nonnegative products
  have hs : 0 ≤ 2 * (x * (1 - x)) + 2 * (y * (1 - y)) + x * (1 - y) + y * (1 - x) := by
    positivity
  have hm := mul_nonneg (sub_nonneg.mpr hxy) hs
  simp only [purify, smul_eq_mul]
  linarith
```

The scalar theorem shows that the failure does not come from a decrease of $f$ somewhere on $[0,1]$. The term `hs` is the bracket in the factorised difference, and `hm` multiplies it by $y-x\ge0$. After `purify` is unfolded, `linarith` identifies this product with the difference of the purified occupations.

```lean
/-- For real diagonal matrices `X` and `Y` of any finite dimension with `0 ≤ X ≤ Y ≤ 1`, McWeeny
purification preserves the operator order. -/
theorem purify_diagonal_mono {n : Type*} [Fintype n] [DecidableEq n] (x y : n → ℝ)
    (hx : (diagonal x).PosSemidef) (hxy : (diagonal y - diagonal x).PosSemidef)
    (hy : (1 - diagonal y).PosSemidef) :
    (purify (diagonal y) - purify (diagonal x)).PosSemidef := by
  -- purification acts on each occupation separately
  have hp : ∀ z : n → ℝ, purify (diagonal z) = diagonal fun i => purify (z i) := by
    intro z
    ext i j
    by_cases h : i = j
    · subst h
      simp [purify, Matrix.diagonal_pow]
    · simp [purify, Matrix.diagonal_pow, h]
  rw [hp, hp, Matrix.diagonal_sub]
  refine Matrix.posSemidef_diagonal_iff.mpr fun i => sub_nonneg.mpr ?_
  have h0 : 0 ≤ x i := by simpa using hx.diag_nonneg (i := i)
  have h1 : x i ≤ y i := by simpa using hxy.diag_nonneg (i := i)
  have h2 : y i ≤ 1 := by simpa using hy.diag_nonneg (i := i)
  exact purify_scalar_mono h0 h1 h2

end

end McWeenyOrder
```

Here `n` is any finite set of orbitals, and `x` and `y` list the occupations of two matrices that are diagonal in the same basis. The auxiliary statement `hp` says that purifying a diagonal matrix purifies each entry. The three matrix hypotheses are read on the diagonal as $0\le x_i\le y_i\le1$, and the scalar theorem finishes each entry. Commuting symmetric matrices can be brought to this form by one orthogonal change of basis, a reduction that is standard linear algebra but is not carried out in the code.

```lean
#print axioms McWeenyOrder.purify_not_operator_monotone
#print axioms McWeenyOrder.purify_diagonal_mono
```

```
'McWeenyOrder.purify_not_operator_monotone' depends on axioms: [propext, Classical.choice, Quot.sound]
'McWeenyOrder.purify_diagonal_mono' depends on axioms: [propext, Classical.choice, Quot.sound]
```
